# An eigenvalue with an m-dimensional eigenspace lies in at least m Gershgorin discs

The entries of a Hermitian Hamiltonian matrix H limit how degenerate its levels can be, before anything is diagonalised. For an energy E, count the rows i in which the distance |E − H_ii| is at most the sum of the absolute values of the other entries in the row. An m-fold degenerate level at E needs at least m such rows, so where only one row qualifies, a level cannot be degenerate. The count is of little help in deciding whether two computed eigenvalues that agree to many digits are exactly equal, because two levels that are very close together satisfy nearly the same condition as a degenerate pair.

The count applies to any finite complex matrix, Hermitian or not, if degeneracy means the number of linearly independent eigenvectors. In quantum mechanics it limits the degeneracies of a Hamiltonian written in a finite orthonormal basis, such as a tight-binding model on a finite cluster. The passage from the full Hamiltonian to that matrix is left to the user: truncating the basis can itself split a degeneracy or create one.

## Discs around the diagonal entries

```lean
import Mathlib

open Matrix Finset

namespace GershgorinDegeneracy

noncomputable section

variable {n : Type*} [Fintype n] [DecidableEq n]
```

The letter `n` is the finite set of labels of the basis states, not their number as in most textbooks. The number of states is written `Fintype.card n`. The comments in the code call a basis state a site, whether or not it is localised in space.

```lean
/-- The Gershgorin radius of site `i`: the sum of the absolute values of the couplings
in row `i`, without the diagonal entry. -/
def radius (H : Matrix n n ℂ) (i : n) : ℝ := ∑ j ∈ univ.erase i, ‖H i j‖
```

This defines the Gershgorin radius of site i,

R_i = Σ(j≠i) |H_ij|.

The bars `‖ ‖` denote the modulus of a complex number, and `univ.erase i` is the set of all sites except i.

```lean
/-- The sites whose Gershgorin disc, centred at `H i i`, contains the number `E`. -/
def discIndices (H : Matrix n n ℂ) (E : ℂ) : Finset n :=
  univ.filter fun i => ‖E - H i i‖ ≤ radius H i
```

The disc of site i consists of the complex numbers within distance R_i of H_ii, boundary included. `discIndices H E` is the set of sites whose disc contains E. Call it S(E):

S(E) = { i : |E − H_ii| ≤ R_i }.

Sites are counted, so two sites with identical discs count twice.

## From the largest amplitude to the degeneracy

```lean
/-- If `H x = E x` and the amplitude of `x` is nonzero and largest in modulus at site `k`,
then the disc of site `k` contains `E`. -/
theorem mem_discIndices_of_max {H : Matrix n n ℂ} {E : ℂ} {x : n → ℂ}
    (hx : H *ᵥ x = E • x) {k : n} (hk : x k ≠ 0) (hmax : ∀ j, ‖x j‖ ≤ ‖x k‖) :
    k ∈ discIndices H E := by
  -- row `k` of the eigenvalue equation, with the diagonal term moved to the left
  have h1 : ∑ j, H k j * x j = E * x k := congrFun hx k
  have h2 : H k k * x k + ∑ j ∈ univ.erase k, H k j * x j = ∑ j, H k j * x j :=
    Finset.add_sum_erase univ (fun j => H k j * x j) (mem_univ k)
  have h3 : (E - H k k) * x k = ∑ j ∈ univ.erase k, H k j * x j := by
    linear_combination -h1 - h2
  have h4 : ‖E - H k k‖ * ‖x k‖ ≤ radius H k * ‖x k‖ := by
    calc ‖E - H k k‖ * ‖x k‖ = ‖∑ j ∈ univ.erase k, H k j * x j‖ := by
          rw [← norm_mul, h3]
      _ ≤ ∑ j ∈ univ.erase k, ‖H k j * x j‖ := norm_sum_le _ _
      _ ≤ ∑ j ∈ univ.erase k, ‖H k j‖ * ‖x k‖ := Finset.sum_le_sum fun j _ => by
          rw [norm_mul]
          exact mul_le_mul_of_nonneg_left (hmax j) (norm_nonneg _)
      _ = radius H k * ‖x k‖ := by rw [radius, Finset.sum_mul]
  exact Finset.mem_filter.mpr
    ⟨mem_univ k, le_of_mul_le_mul_right h4 (norm_pos_iff.mpr hk)⟩
```

The hypothesis `hx` is the eigenvalue equation Hx = Ex, with `*ᵥ` for matrix times vector and `•` for number times vector. The vector x need not be normalised. Its amplitude at site k is nonzero and nowhere exceeded in modulus. The conclusion is that k belongs to S(E).

By hand, take row k of the equation and move the diagonal term to the other side:

(E − H_kk) x_k = Σ(j≠k) H_kj x_j.

Take absolute values, apply the triangle inequality and replace each |x_j| by the larger or equal |x_k|:

|E − H_kk| |x_k| ≤ Σ(j≠k) |H_kj| |x_j| ≤ R_k |x_k|.

Division by |x_k| > 0 gives |E − H_kk| ≤ R_k.

In the proof, `h3` is the rearranged row and `h4` the chain of inequalities. The last line cancels |x_k|.

```lean
/-- A solution of `H x = E x` that vanishes on every site whose disc contains `E`
vanishes everywhere. -/
theorem eq_zero_of_vanishes {H : Matrix n n ℂ} {E : ℂ} {x : n → ℂ}
    (hx : H *ᵥ x = E • x) (h0 : ∀ i ∈ discIndices H E, x i = 0) : x = 0 := by
  by_contra hne
  obtain ⟨i, hi⟩ := Function.ne_iff.mp hne
  obtain ⟨k, _, hk⟩ := Finset.exists_max_image univ (fun j => ‖x j‖) ⟨i, mem_univ i⟩
  have hxk : x k ≠ 0 := by
    intro h
    have h1 : ‖x i‖ ≤ ‖x k‖ := hk i (mem_univ i)
    rw [h, norm_zero] at h1
    exact hi (norm_le_zero_iff.mp h1)
  exact hxk (h0 k (mem_discIndices_of_max hx hxk fun j => hk j (mem_univ j)))
```

If Hx = Ex and x vanishes on all of S(E), then x = 0. Suppose x were not zero. Among its finitely many amplitudes one, x_k, has the largest modulus, and it is nonzero, since otherwise all amplitudes would vanish. By the previous result k lies in S(E), where x was assumed to vanish, and this is a contradiction.

The proof takes the same route: `exists_max_image` supplies the site k, and `hxk` records that x_k ≠ 0.

An eigenvector at E is therefore fixed by its amplitudes on S(E), because the difference of two solutions that agree there is a solution that vanishes there.

```lean
/-- The dimension of the eigenspace of `H` at `E` is at most the number of Gershgorin discs
that contain `E`: an `m`-fold degenerate level needs `m` discs overlapping at `E`. -/
theorem degeneracy_le_card_discs (H : Matrix n n ℂ) (E : ℂ) :
    Module.finrank ℂ (Module.End.eigenspace (Matrix.toLin' H) E)
      ≤ (discIndices H E).card := by
  -- restrict eigenvectors to the sites whose discs contain `E`
  let f : Module.End.eigenspace (Matrix.toLin' H) E →ₗ[ℂ] (discIndices H E → ℂ) :=
    (LinearMap.funLeft ℂ ℂ (Subtype.val : discIndices H E → n)).comp (Submodule.subtype _)
  have hf : Function.Injective f := by
    rw [injective_iff_map_eq_zero]
    intro x hx
    have hE : H *ᵥ (x : n → ℂ) = E • (x : n → ℂ) := by
      have h := Module.End.mem_eigenspace_iff.mp x.2
      rwa [Matrix.toLin'_apply] at h
    exact Subtype.ext (eq_zero_of_vanishes hE fun i hi => congrFun hx ⟨i, hi⟩)
  have h := LinearMap.finrank_le_finrank_of_injective hf
  rwa [Module.finrank_fintype_fun_eq_card, Fintype.card_coe] at h
```

This is the main theorem. `Matrix.toLin' H` is the linear map x ↦ Hx, `eigenspace` is the space of all solutions of Hx = Ex, and `Module.finrank ℂ` is its complex dimension m. The statement reads

m ≤ |S(E)|,

where |S(E)| is the number of sites in S(E). All the discs counted contain E, so they overlap there. If E is not an eigenvalue, m = 0 and the inequality says nothing. If it is, m ≥ 1 and E lies in at least one disc, which is Gershgorin's familiar statement.

By hand, suppose that m were larger than |S(E)|. Take m independent eigenvectors at E and ask for a combination of them that vanishes on S(E). This gives |S(E)| homogeneous linear equations for m coefficients, so there is a nonzero solution. The resulting eigenvector is nonzero and vanishes on S(E), which the previous theorem forbids.

The Lean proof puts this in terms of a map. The function `f` restricts an eigenvector to its amplitudes on S(E), and `hf` shows that only the zero vector is sent to zero. An injective linear map cannot go into a space of smaller dimension, and the target has dimension |S(E)|.

## The same bound from the columns

```lean
/-- The rank of `H - E` and the dimension of the eigenspace of `H` at `E` add up to the
number of sites. -/
theorem rank_add_degeneracy (H : Matrix n n ℂ) (E : ℂ) :
    (H - E • (1 : Matrix n n ℂ)).rank
      + Module.finrank ℂ (Module.End.eigenspace (Matrix.toLin' H) E) = Fintype.card n := by
  have hker : Module.End.eigenspace (Matrix.toLin' H) E
      = LinearMap.ker (H - E • (1 : Matrix n n ℂ)).mulVecLin := by
    ext x
    rw [Module.End.mem_eigenspace_iff, LinearMap.mem_ker, Matrix.toLin'_apply,
      Matrix.mulVecLin_apply, Matrix.sub_mulVec, Matrix.smul_mulVec, Matrix.one_mulVec,
      sub_eq_zero]
  rw [hker, Matrix.rank, LinearMap.finrank_range_add_finrank_ker,
    Module.finrank_fintype_fun_eq_card]
```

This is rank–nullity for H − E:

rank(H − E) + m = number of sites.

The step `hker` identifies the eigenspace with the kernel of H − E, since Hx = Ex means (H − E)x = 0. Mathlib's theorem on range and kernel does the rest.

```lean
/-- The dimension of the eigenspace of `H` at `E` is also at most the number of discs that
contain `E` when the radii are taken from the columns of `H` instead of the rows. -/
theorem degeneracy_le_card_column_discs (H : Matrix n n ℂ) (E : ℂ) :
    Module.finrank ℂ (Module.End.eigenspace (Matrix.toLin' H) E)
      ≤ (discIndices Hᵀ E).card := by
  -- `H` and its transpose have equally large eigenspaces, as row rank is column rank
  have hr : (Hᵀ - E • (1 : Matrix n n ℂ)).rank = (H - E • (1 : Matrix n n ℂ)).rank := by
    rw [← Matrix.rank_transpose (H - E • (1 : Matrix n n ℂ)), Matrix.transpose_sub,
      Matrix.transpose_smul, Matrix.transpose_one]
  have h1 := rank_add_degeneracy H E
  have h2 := rank_add_degeneracy Hᵀ E
  have h3 := degeneracy_le_card_discs Hᵀ E
  omega
```

`Hᵀ` is the transpose without complex conjugation. Its diagonal is that of H, and its radii are the column sums Σ(j≠i) |H_ji|. The theorem bounds the same dimension m by the number of these column discs that contain E.

H − E and its transpose have the same rank, so by rank–nullity H and Hᵀ have eigenspaces of equal dimension at E. The main theorem applied to Hᵀ then gives the bound. The tactic `omega` combines these relations between whole numbers.

For a Hermitian matrix the row and column radii coincide, and nothing is gained. For a non-Hermitian effective Hamiltonian the smaller of the two counts may be used.

## A level covered by one disc

```lean
/-- If `E` lies outside every disc except possibly that of site `k`, then every solution of
`H y = E y` is a multiple of any given eigenvector `x` at `E`. -/
theorem nondegenerate_of_single_disc {H : Matrix n n ℂ} {E : ℂ} {k : n}
    (hsep : ∀ i, i ≠ k → radius H i < ‖E - H i i‖) {x y : n → ℂ}
    (hx : H *ᵥ x = E • x) (hx0 : x ≠ 0) (hy : H *ᵥ y = E • y) :
    ∃ c : ℂ, y = c • x := by
  have honly : ∀ i ∈ discIndices H E, i = k := by
    intro i hi
    by_contra hik
    exact not_le_of_gt (hsep i hik) (Finset.mem_filter.mp hi).2
  have hxk : x k ≠ 0 := fun h =>
    hx0 (eq_zero_of_vanishes hx fun i hi => by rw [honly i hi, h])
  -- subtract the multiple of `x` that cancels the amplitude at `k`
  refine ⟨y k / x k, sub_eq_zero.mp (eq_zero_of_vanishes (H := H) (E := E) ?_ ?_)⟩
  · rw [Matrix.mulVec_sub, Matrix.mulVec_smul, hx, hy, smul_sub, smul_comm]
  · intro i hi
    rw [honly i hi, Pi.sub_apply, Pi.smul_apply, smul_eq_mul, div_mul_cancel₀ _ hxk, sub_self]
```

Here `hsep` says that E lies strictly outside the disc of every site other than k. Given an eigenvector x at E, any solution y of the same equation is a multiple of x. The level is then nondegenerate.

By hand, S(E) contains at most the site k. Hence x_k ≠ 0, since otherwise x would vanish on S(E) and be zero. Form

z = y − (y_k / x_k) x.

It satisfies Hz = Ez and z_k = 0, so z = 0 and y = (y_k / x_k) x. The code does the same, with `honly` for the statement about S(E).

The existence of the eigenvector x is assumed. The theorem does not say that disc k contains a level, which is the business of Gershgorin's separate result on isolated discs.

The strict inequality in `hsep` matters. With ≤ in its place, the 2 × 2 identity matrix at E = 1 is a counter-example: all radii and all distances |E − H_ii| are zero, so the weakened condition holds, yet (1, 0) and (0, 1) are independent eigenvectors.

## Equality, and a failure for repeated roots

```lean
/-- The bound is attained by a Hermitian matrix with all couplings nonzero: its level `0` is
exactly twofold degenerate and lies in exactly two of the three discs. -/
theorem bound_attained :
    let H : Matrix (Fin 3) (Fin 3) ℂ := !![9, 3, 3; 3, 1, 1; 3, 1, 1]
    H.IsHermitian ∧ Module.finrank ℂ (Module.End.eigenspace (Matrix.toLin' H) 0) = 2
      ∧ discIndices H 0 = {1, 2} := by
  intro H
  have hd : discIndices H 0 = {1, 2} := by
    ext i
    fin_cases i <;>
      simp [H, discIndices, radius, Finset.sum_erase_eq_sub, Fin.sum_univ_succ] <;> norm_num
  refine ⟨?_, ?_, hd⟩
  · ext i j
    fin_cases i <;> fin_cases j <;> simp [H]
  · -- `H` is the outer product of `(3, 1, 1)` with itself, so its rank is at most one
    have hv : H - (0 : ℂ) • (1 : Matrix (Fin 3) (Fin 3) ℂ)
        = Matrix.vecMulVec ![3, 1, 1] ![3, 1, 1] := by
      ext i j
      fin_cases i <;> fin_cases j <;> simp [H, Matrix.vecMulVec_apply]
      norm_num
    have h1 := rank_add_degeneracy H 0
    have h2 := degeneracy_le_card_discs H 0
    have h3 := Matrix.rank_vecMulVec_le (![3, 1, 1] : Fin 3 → ℂ) ![3, 1, 1]
    have h4 : ({1, 2} : Finset (Fin 3)).card = 2 := by decide
    rw [hv, Fintype.card_fin] at h1
    rw [hd, h4] at h2
    omega
```

`Fin 3` labels the sites 0, 1, 2. With v = (3, 1, 1) and the normalised vector u = v/√11, the matrix is

H = v vᵀ = 11 u uᵀ.

It is Hermitian and couples every pair of sites. At E = 0 the distances from the diagonal entries are 9, 1, 1 and the radii are 6, 4, 4, so exactly the discs of sites 1 and 2 contain E.

The rank of H is at most one, so the eigenspace at 0 has dimension at least 3 − 1 = 2. The main theorem gives at most 2. The proof obtains the dimension from these two bounds, without solving for eigenvectors.

```lean
/-- Algebraic multiplicity does not obey the bound: this matrix has characteristic
polynomial `X ^ 2`, but only one of its discs contains `0`. -/
theorem algebraic_multiplicity_fails :
    let H : Matrix (Fin 2) (Fin 2) ℂ := !![2, 4; -1, -2]
    H.charpoly = Polynomial.X ^ 2 ∧ discIndices H 0 = {0} := by
  intro H
  constructor
  · have ht : H.trace = 0 := by simp [H, Matrix.trace_fin_two]
    have hdet : H.det = 0 := by
      simp only [H, Matrix.det_fin_two_of]
      norm_num
    rw [Matrix.charpoly_fin_two, ht, hdet]
    simp
  · ext i
    fin_cases i <;>
      simp [H, discIndices, radius, Finset.sum_erase_eq_sub, Fin.sum_univ_succ]
    norm_num

end

end GershgorinDegeneracy
```

The matrix has rows (2, 4) and (−1, −2). Its trace and determinant vanish, so its characteristic polynomial is X² and 0 is a double root. The distances from 0 to the diagonal entries are 2 and 2, while the radii are 4 and 1. Only the disc of site 0 contains 0.

The bound therefore fails if m is read as the multiplicity of the root instead of the dimension of the eigenspace. For Hermitian matrices the two numbers agree. They differ at an exceptional point of a non-Hermitian Hamiltonian, where eigenvectors merge along with their eigenvalues.

```lean
#print axioms GershgorinDegeneracy.degeneracy_le_card_discs
-- 'GershgorinDegeneracy.degeneracy_le_card_discs' depends on axioms: [propext, Classical.choice, Quot.sound]
#print axioms GershgorinDegeneracy.degeneracy_le_card_column_discs
-- 'GershgorinDegeneracy.degeneracy_le_card_column_discs' depends on axioms: [propext, Classical.choice, Quot.sound]
#print axioms GershgorinDegeneracy.bound_attained
-- 'GershgorinDegeneracy.bound_attained' depends on axioms: [propext, Classical.choice, Quot.sound]
#print axioms GershgorinDegeneracy.algebraic_multiplicity_fails
-- 'GershgorinDegeneracy.algebraic_multiplicity_fails' depends on axioms: [propext, Classical.choice, Quot.sound]
```
